# Canonical purification with shifts in (0,1) keeps occupations ordered and widens their gaps by a factor of at most 3/2 per step

Let $c_0,\dots,c_{n-1}$ be any numbers in $(0,1)$. Applying the $n$ canonical purification steps

$$f_c(x)=x+\frac{x(1-x)(x-c)}{w},\qquad w=\max(c,1-c),$$

with $c=c_0,\dots,c_{n-1}$ in turn gives a function that is strictly increasing on $[0,1]$ and Lipschitz there with constant $(3/2)^n$. At $c=\tfrac12$ the step is McWeeny's polynomial $3x^2-2x^3$, whose slope at $x=\tfrac12$ is $\tfrac32$. Adapting the shift therefore never stretches a gap between occupations by more than this factor in one step, although away from $x=\tfrac12$ it can open a gap faster than McWeeny's polynomial does.

For exact, untruncated canonical purification of a one-particle density matrix with occupations in $[0,1]$, this bounds the number of canonical steps from below: widening a gap $\delta>0$ to $\Delta$ takes at least $\ln(\Delta/\delta)/\ln(3/2)$ of them.

## Difference quotient, gain and iteration

Take $0\le x<y\le 1$. Expanding $x(1-x)(x-c)=-x^3+(1+c)x^2-cx$ and subtracting gives

$$f_c(y)-f_c(x)=(y-x)\,\frac{Q}{w},\qquad Q=w-c+(1+c)(x+y)-(x^2+xy+y^2).$$

**Order.** At $c=\tfrac12$, $Q$ reduces to

$$Q_0=\tfrac32(x+y)-(x^2+xy+y^2)=x(1-x)+y(1-y)+x(1-y)+\tfrac12(y-x)>0.$$

For other shifts the difference from $Q_0$ is never negative:

$$Q-Q_0=\begin{cases}(\tfrac12-c)(2-x-y), & c\le\tfrac12,\\ (c-\tfrac12)(x+y), & c\ge\tfrac12.\end{cases}$$

Hence $Q>0$, and $f_c$ is strictly increasing on $[0,1]$.

**Stretching.** Inserting $w=c$ and $w=1-c$ in turn verifies the identity $(1+w)^2=3(w-c)+(1+c)^2$. Completing squares then gives

$$Q=\frac{(1+w)^2}{3}-\frac{(x-y)^2}{4}-\frac{\big(3(x+y)-2(1+c)\big)^2}{12}\le\frac{(1+w)^2}{3}.$$

One step thus stretches the gap by at most the gain $g(c)=(1+w)^2/(3w)$. The slope reaches this value at $x=(1+c)/3$:

$$f_c'\!\left(\tfrac{1+c}{3}\right)=1+\frac{(1+c)^2/3-c}{w}=\frac{3(w-c)+(1+c)^2}{3w}=g(c).$$

**Size of the gain.** Since

$$\frac32-g(c)=\frac{(2w-1)(2-w)}{6w},$$

and $w\ge\tfrac12$ always holds, $g(c)\le\tfrac32$ whenever $w\le2$, that is, for $c\in[-1,2]$. In the open interval $(-1,2)$ equality holds only at $c=\tfrac12$.

**Iteration.** The step fixes 0 and 1 and is increasing, so it maps $[0,1]$ into itself. The one-step bound can therefore be applied repeatedly, and the gains multiply to at most $(3/2)^n$.

**Electron number.** The total occupation is unchanged when $\sum_i x_i(1-x_i)(x_i-c)=0$, which gives

$$c=\frac{\sum_i x_i^2(1-x_i)}{\sum_i x_i(1-x_i)}.$$

If all $x_i$ lie in $[0,1]$ and at least one is fractional, the numerator is positive. The denominator exceeds it by $\sum_i x_i(1-x_i)^2>0$, so $0<c<1$.

## The step in a density-matrix code

A code applies the same polynomial to the density matrix $P$ in an orthonormal basis. It forms $P^2$ and $P^3$, evaluates $c=\mathrm{Tr}(P^2-P^3)/\mathrm{Tr}(P-P^2)$, and updates

$$P\leftarrow\begin{cases}\big[(1-2c)P+(1+c)P^2-P^3\big]/(1-c), & c<\tfrac12,\\ \big[(1+c)P^2-P^3\big]/c, & c\ge\tfrac12.\end{cases}$$

Both branches are $f_c(P)$. Near convergence the denominator $\mathrm{Tr}(P-P^2)$ tends to zero and the computed ratio becomes sensitive to rounding errors. The iteration can be stopped before this happens, or continued with a fixed shift such as $c=\tfrac12$.

## Occupations, shifts and steps in Lean

The formal model works with the eigenvalues of $P$, the occupations, as real numbers.

```lean
import Mathlib

open Set

namespace CanonicalPurificationGap

noncomputable section
```

`weight c` is $w$, `canonicalStep c x` is $f_c(x)$, and `gain c` is $g(c)$.

```lean
/-- The denominator `max(c, 1 - c)` of the canonical purification step. -/
def weight (c : ℝ) : ℝ := max c (1 - c)

/-- One canonical purification step with shift `c`, acting on an occupation `x`. -/
def canonicalStep (c x : ℝ) : ℝ := x + x * (1 - x) * (x - c) / weight c

/-- The gain `(1 + w)² / (3 w)` of a canonical step, where `w = max(c, 1 - c)`. -/
def gain (c : ℝ) : ℝ := (1 + weight c) ^ 2 / (3 * weight c)
```

The shifts form a sequence `c : ℕ → ℝ`, of which `purify c n` uses the entries $c_0,\dots,c_{n-1}$. For $n=0$ it is the identity.

```lean
/-- The composition of the first `n` canonical steps, with shift `c k` in step `k`. -/
def purify (c : ℕ → ℝ) : ℕ → ℝ → ℝ
  | 0, x => x
  | n + 1, x => canonicalStep (c n) (purify c n x)
```

The sequence is arbitrary, so it may be the one that a calculation generates from its own iterates. The two occupations compared must then belong to the same density matrix, because they have to pass through the same shifts. The theorems do not compare runs from two different starting matrices, and they do not treat the truncation errors of a linear-scaling code.

The canonical shift is defined for a finite family of occupations.

```lean
/-- The canonical shift of a set of occupations: the ratio of `∑ x²(1 - x)` to `∑ x(1 - x)`. -/
def canonicalShift {ι : Type*} [Fintype ι] (x : ι → ℝ) : ℝ :=
  (∑ i, x i * (x i * (1 - x i))) / ∑ i, x i * (1 - x i)
```

## Electron number and the range of the shift

The first lemma records $w\ge\tfrac12$ and the identity for $(1+w)^2$, by cases on which argument of the maximum is larger.

```lean
lemma weight_facts (c : ℝ) :
    1 / 2 ≤ weight c ∧ (1 + weight c) ^ 2 = 3 * (weight c - c) + (1 + c) ^ 2 := by
  unfold weight
  rcases le_total c (1 - c) with h | h
  · rw [max_eq_right h]
    exact ⟨by linarith, by ring⟩
  · rw [max_eq_left h]
    exact ⟨by linarith, by ring⟩
```

The next theorem assumes that all occupations lie in $[0,1]$ and that occupation `j` is strictly between 0 and 1. It concludes that the canonical shift is in $(0,1)$ and that its step conserves the sum. In the proof, `hN` is the positivity of the numerator, `hND` the comparison with the denominator, and `h0` the vanishing of the total correction.

```lean
/-- For occupations in [0,1], the canonical shift lies strictly between 0 and 1 as soon as one
occupation is fractional, and the step with this shift conserves the total occupation. -/
theorem canonicalShift_conserves {ι : Type*} [Fintype ι] (x : ι → ℝ)
    (hx : ∀ i, x i ∈ Icc (0 : ℝ) 1) (j : ι) (hj : x j ∈ Ioo (0 : ℝ) 1) :
    canonicalShift x ∈ Ioo (0 : ℝ) 1 ∧
      ∑ i, canonicalStep (canonicalShift x) (x i) = ∑ i, x i := by
  have hq : ∀ i, 0 ≤ x i * (1 - x i) := fun i =>
    mul_nonneg (hx i).1 (sub_nonneg.mpr (hx i).2)
  have hqj : 0 < x j * (1 - x j) := mul_pos hj.1 (sub_pos.mpr hj.2)
  have hN : 0 < ∑ i, x i * (x i * (1 - x i)) :=
    Finset.sum_pos' (fun i _ => mul_nonneg (hx i).1 (hq i))
      ⟨j, Finset.mem_univ j, mul_pos hj.1 hqj⟩
  have hND : ∑ i, x i * (x i * (1 - x i)) < ∑ i, x i * (1 - x i) :=
    Finset.sum_lt_sum (fun i _ => mul_le_of_le_one_left (hq i) (hx i).2)
      ⟨j, Finset.mem_univ j, by nlinarith [mul_pos hqj (sub_pos.mpr hj.2)]⟩
  have hD := hN.trans hND
  refine ⟨⟨div_pos hN hD, (div_lt_one hD).mpr hND⟩, ?_⟩
  have hc : canonicalShift x * ∑ i, x i * (1 - x i) = ∑ i, x i * (x i * (1 - x i)) :=
    div_mul_cancel₀ _ hD.ne'
  -- the total correction vanishes by the choice of the shift
  have h0 : ∑ i, x i * (1 - x i) * (x i - canonicalShift x) = 0 := by
    rw [← sub_eq_zero.mpr hc.symm, Finset.mul_sum, ← Finset.sum_sub_distrib]
    exact Finset.sum_congr rfl fun i _ => by ring
  simp only [canonicalStep, Finset.sum_add_distrib]
  rw [← Finset.sum_div, h0, zero_div, add_zero]
```

## The gap after one step

`canonicalStep_gap` holds for every real shift. Its steps follow the derivation: `hdiff` is the factorisation with $Q$, `hcore` is $Q_0>0$, `hlow` is $Q>0$ in the two cases, and `hup` is the upper bound. The products and squares passed to `nlinarith` are the nonnegative terms in the formulas above.

```lean
/-- One canonical step keeps two distinct occupations in [0,1] in order and stretches the gap
between them by at most the gain. -/
theorem canonicalStep_gap (c : ℝ) {x y : ℝ} (hx : 0 ≤ x) (hxy : x < y) (hy : y ≤ 1) :
    canonicalStep c x < canonicalStep c y ∧
      canonicalStep c y - canonicalStep c x ≤ gain c * (y - x) := by
  obtain ⟨hw, hsq⟩ := weight_facts c
  have hw0 : 0 < weight c := by linarith
  have hne : weight c ≠ 0 := hw0.ne'
  have hd : 0 < y - x := sub_pos.mpr hxy
  -- the difference quotient is a quadratic form divided by the weight
  have hdiff : canonicalStep c y - canonicalStep c x =
      (y - x) * (weight c + (1 + c) * (x + y) - c - (x ^ 2 + x * y + y ^ 2)) / weight c := by
    unfold canonicalStep
    field_simp
    ring
  have hcore : 0 < 3 / 2 * (x + y) - (x ^ 2 + x * y + y ^ 2) := by
    nlinarith [mul_nonneg hx (by linarith : 0 ≤ 1 - x), mul_nonneg hx (by linarith : 0 ≤ 1 - y),
      mul_nonneg (by linarith : 0 ≤ y) (by linarith : 0 ≤ 1 - y)]
  have hlow : 0 < weight c + (1 + c) * (x + y) - c - (x ^ 2 + x * y + y ^ 2) := by
    rcases le_total c (1 - c) with h | h
    · have e : weight c = 1 - c := max_eq_right h
      rw [e]
      nlinarith [mul_nonneg (by linarith : 0 ≤ 1 / 2 - c) (by linarith : 0 ≤ 2 - (x + y))]
    · have e : weight c = c := max_eq_left h
      rw [e]
      nlinarith [mul_nonneg (by linarith : 0 ≤ c - 1 / 2) (by linarith : 0 ≤ x + y)]
  -- completing the square bounds the quotient from above
  have hup : weight c + (1 + c) * (x + y) - c - (x ^ 2 + x * y + y ^ 2)
      ≤ (1 + weight c) ^ 2 / 3 := by
    rw [hsq]
    nlinarith [sq_nonneg (x - y), sq_nonneg (3 * (x + y) - 2 * (1 + c))]
  constructor
  · have := div_pos (mul_pos hd hlow) hw0
    linarith
  · rw [hdiff]
    calc _ ≤ (y - x) * ((1 + weight c) ^ 2 / 3) / weight c :=
          div_le_div_of_nonneg_right (mul_le_mul_of_nonneg_left hup hd.le) hw0.le
      _ = gain c * (y - x) := by
          unfold gain
          field_simp
```

The gain is the best constant for a single step when $c\in[-1,2]$, since the point $(1+c)/3$ then lies in $[0,1]$. The theorem on the slope is proved by differentiating the product and applying the identity for $(1+w)^2$.

```lean
/-- The slope of the canonical step at the occupation `(1 + c)/3` equals the gain. -/
theorem canonicalStep_slope (c : ℝ) :
    HasDerivAt (canonicalStep c) (gain c) ((1 + c) / 3) := by
  obtain ⟨hw, hsq⟩ := weight_facts c
  have hne : weight c ≠ 0 := by linarith
  have hid := hasDerivAt_id' ((1 + c) / 3)
  have h := hid.fun_add
    (((hid.fun_mul (hid.const_sub 1)).fun_mul (hid.sub_const c)).div_const (weight c))
  refine HasDerivAt.congr_deriv h ?_
  rw [gain, hsq]
  field_simp
  ring
```

The gain is positive, which is needed when inequalities are multiplied.

```lean
lemma gain_pos (c : ℝ) : 0 < gain c := by
  have hw : 0 < weight c := by linarith [(weight_facts c).1]
  unfold gain
  positivity
```

The bound $\tfrac32$ comes from $(w-\tfrac12)(2-w)\ge0$. The strict version uses the same product with both factors positive.

```lean
/-- For shifts between -1 and 2 the gain is at most 3/2. -/
theorem gain_le {c : ℝ} (hc : c ∈ Icc (-1 : ℝ) 2) : gain c ≤ 3 / 2 := by
  have hw := (weight_facts c).1
  have hw2 : weight c ≤ 2 := max_le hc.2 (by linarith [hc.1])
  rw [gain, div_le_iff₀ (by linarith)]
  nlinarith [mul_nonneg (sub_nonneg.mpr hw) (sub_nonneg.mpr hw2)]

lemma gain_lt {c : ℝ} (hc : c ∈ Ioo (-1 : ℝ) 2) (h : c ≠ 1 / 2) : gain c < 3 / 2 := by
  have hw : 1 / 2 < weight c := by
    rcases lt_or_gt_of_ne h with h | h
    · exact lt_max_of_lt_right (by linarith)
    · exact lt_max_of_lt_left h
  have hw2 : weight c < 2 := max_lt hc.2 (by linarith [hc.1])
  rw [gain, div_lt_iff₀ (by linarith)]
  nlinarith [mul_pos (sub_pos.mpr hw) (sub_pos.mpr hw2)]
```

## The gap after n steps

`purify_mem` shows by induction that occupations stay in $[0,1]$. It compares each iterate with the fixed points 0 and 1, and treats separately the case where the iterate equals one of them.

```lean
lemma purify_mem (c : ℕ → ℝ) (n : ℕ) {x : ℝ} (hx : x ∈ Icc (0 : ℝ) 1) :
    purify c n x ∈ Icc (0 : ℝ) 1 := by
  induction n with
  | zero => exact hx
  | succ n ih =>
    have h0 : canonicalStep (c n) 0 = 0 := by simp [canonicalStep]
    have h1 : canonicalStep (c n) 1 = 1 := by simp [canonicalStep]
    change canonicalStep (c n) (purify c n x) ∈ Icc (0 : ℝ) 1
    constructor
    · rcases ih.1.eq_or_lt with h | h
      · rw [← h, h0]
      · linarith [(canonicalStep_gap (c n) le_rfl h ih.2).1]
    · rcases ih.2.eq_or_lt with h | h
      · rw [h, h1]
      · linarith [(canonicalStep_gap (c n) ih.1 h le_rfl).1]
```

With this, `canonicalStep_gap` applies at every stage. The induction in `purify_gap` multiplies the accumulated product by one more gain, still without any restriction on the shifts.

```lean
/-- After `n` canonical steps with arbitrary shifts, two distinct occupations in [0,1] are still in
order and their gap has grown at most by the product of the gains. -/
theorem purify_gap (c : ℕ → ℝ) (n : ℕ) {x y : ℝ} (hx : 0 ≤ x) (hxy : x < y) (hy : y ≤ 1) :
    purify c n x < purify c n y ∧
      purify c n y - purify c n x ≤ (∏ k ∈ Finset.range n, gain (c k)) * (y - x) := by
  induction n with
  | zero => exact ⟨hxy, by simp [purify]⟩
  | succ n ih =>
    have s := canonicalStep_gap (c n) (purify_mem c n ⟨hx, by linarith⟩).1 ih.1
      (purify_mem c n ⟨by linarith, hy⟩).2
    refine ⟨s.1, s.2.trans ?_⟩
    rw [Finset.prod_range_succ]
    calc _ ≤ gain (c n) * ((∏ k ∈ Finset.range n, gain (c k)) * (y - x)) :=
          mul_le_mul_of_nonneg_left ih.2 (gain_pos _).le
      _ = _ := by ring
```

The main theorem assumes that the first $n$ shifts lie in $[-1,2]$, which contains the physical interval $(0,1)$. `StrictMonoOn` states that the composition is strictly increasing on $[0,1]$, and the second part is the Lipschitz bound for two occupations in either order. The proof bounds the product of gains factor by factor in `hprod`, treats $x<y$ in `key`, and obtains $y<x$ by symmetry. For $x=y$ both sides vanish.

```lean
/-- The composition of `n` canonical steps with shifts between -1 and 2 is strictly increasing
on [0,1] and Lipschitz there with constant `(3/2)^n`. -/
theorem purify_strictMono_lipschitz (c : ℕ → ℝ) (n : ℕ)
    (hc : ∀ k < n, c k ∈ Icc (-1 : ℝ) 2) :
    StrictMonoOn (purify c n) (Icc 0 1) ∧
      ∀ x ∈ Icc (0 : ℝ) 1, ∀ y ∈ Icc (0 : ℝ) 1,
        |purify c n y - purify c n x| ≤ (3 / 2) ^ n * |y - x| := by
  have hprod : ∏ k ∈ Finset.range n, gain (c k) ≤ (3 / 2) ^ n := by
    calc _ ≤ ∏ _k ∈ Finset.range n, (3 / 2 : ℝ) :=
          Finset.prod_le_prod (fun k _ => (gain_pos _).le)
            (fun k hk => gain_le (hc k (Finset.mem_range.mp hk)))
      _ = _ := by rw [Finset.prod_const, Finset.card_range]
  have key : ∀ x y : ℝ, 0 ≤ x → x < y → y ≤ 1 →
      |purify c n y - purify c n x| ≤ (3 / 2) ^ n * |y - x| := by
    intro x y hx hxy hy
    have g := purify_gap c n hx hxy hy
    rw [abs_of_pos (sub_pos.mpr g.1), abs_of_pos (sub_pos.mpr hxy)]
    exact g.2.trans (mul_le_mul_of_nonneg_right hprod (sub_pos.mpr hxy).le)
  refine ⟨fun x hx y hy hxy => (purify_gap c n hx.1 hxy hy.2).1, fun x hx y hy => ?_⟩
  rcases lt_trichotomy x y with h | h | h
  · exact key x y hx.1 h hy.2
  · simp [h]
  · rw [abs_sub_comm, abs_sub_comm y x]
    exact key y x hy.1 h hx.2
```

For shifts in the open interval $(-1,2)$, a single one different from $\tfrac12$ makes the product of gains strictly smaller than $(3/2)^n$. By `purify_gap`, this smaller constant bounds the growth of every gap, and the theorem records the resulting strict inequality. For $n\ge1$ and distinct occupations the inequality is strict even if all shifts equal $\tfrac12$, because of the term $(x-y)^2/4$ in $Q$. In that case, however, the constant $(3/2)^n$ cannot be lowered, since it is the slope of the composition at the fixed point $\tfrac12$.

```lean
/-- If the `n` shifts lie strictly between -1 and 2 and at least one of them differs from 1/2, every
gap between two distinct occupations in [0,1] grows by strictly less than the factor `(3/2)^n`. -/
theorem purify_gap_strict (c : ℕ → ℝ) (n : ℕ) (hc : ∀ k < n, c k ∈ Ioo (-1 : ℝ) 2)
    {j : ℕ} (hj : j < n) (hne : c j ≠ 1 / 2)
    {x y : ℝ} (hx : 0 ≤ x) (hxy : x < y) (hy : y ≤ 1) :
    purify c n y - purify c n x < (3 / 2) ^ n * (y - x) := by
  have hprod : ∏ k ∈ Finset.range n, gain (c k) < (3 / 2) ^ n := by
    calc _ < ∏ _k ∈ Finset.range n, (3 / 2 : ℝ) :=
          Finset.prod_lt_prod (fun k _ => gain_pos _)
            (fun k hk => gain_le (Ioo_subset_Icc_self (hc k (Finset.mem_range.mp hk))))
            ⟨j, Finset.mem_range.mpr hj, gain_lt (hc j hj) hne⟩
      _ = _ := by rw [Finset.prod_const, Finset.card_range]
  exact (purify_gap c n hx hxy hy).2.trans_lt
    (mul_lt_mul_of_pos_right hprod (sub_pos.mpr hxy))

end

end CanonicalPurificationGap
```

```lean
#print axioms CanonicalPurificationGap.canonicalStep_gap
-- 'CanonicalPurificationGap.canonicalStep_gap' depends on axioms: [propext, Classical.choice, Quot.sound]
#print axioms CanonicalPurificationGap.canonicalStep_slope
-- 'CanonicalPurificationGap.canonicalStep_slope' depends on axioms: [propext, Classical.choice, Quot.sound]
#print axioms CanonicalPurificationGap.purify_strictMono_lipschitz
-- 'CanonicalPurificationGap.purify_strictMono_lipschitz' depends on axioms: [propext, Classical.choice, Quot.sound]
#print axioms CanonicalPurificationGap.purify_gap_strict
-- 'CanonicalPurificationGap.purify_gap_strict' depends on axioms: [propext, Classical.choice, Quot.sound]
```
